# On a finite bipartite graph, nonnegative bond orders summing to one at every atom are mixtures of Kekulé structures

Suppose a table of π bond orders is accepted as a resonance mixture as soon as its entries are nonnegative and add up to one at every atom. On some molecular graphs this goes wrong: a table passes the test although the molecule has no Kekulé structure to mix. The problems below show that the test is sound on finite bipartite graphs, where the atoms fall into two classes and every bond joins one class to the other, and they end with a graph on which it fails.

## Bond orders, pairings and the two classes

Let $V$ be the finite set of atoms, and write $v\sim u$ when $v$ and $u$ are bonded.

```lean
import Mathlib

open Finset

namespace KekuleBondOrders

noncomputable section

variable {V : Type*} [Fintype V] [DecidableEq V]
```

A bond-order table assigns a real number $p_{vu}$ to each ordered pair of atoms. It is symmetric, nonnegative and zero off the bonds, and each row sums to one. The last condition is a postulate about valence: each atom contributes one π electron and spends it entirely on pairing with its neighbours. Molecular-orbital bond orders need not obey it, so the results concern this valence model of conjugated molecules and not bond orders in general.

```lean
/-- A table of bond orders on a molecular graph: symmetric, nonnegative, zero between
atoms that are not bonded, and summing to one at every atom. -/
structure IsBondOrder {V : Type*} [Fintype V] (G : SimpleGraph V) (p : V → V → ℝ) : Prop where
  symm : ∀ v u, p v u = p u v
  nonneg : ∀ v u, 0 ≤ p v u
  off_bond : ∀ v u, ¬ G.Adj v u → p v u = 0
  sum_one : ∀ v, ∑ u, p v u = 1
```

A Kekulé structure is given by a partner map $k$, with $v\sim k(v)$ and $k(k(v))=v$ for every atom. In graph language it is a perfect matching.

```lean
/-- A Kekulé structure: every atom `v` is paired with a bonded partner `k v`, whose own
partner is `v`. -/
def IsKekule {V : Type*} (G : SimpleGraph V) (k : V → V) : Prop :=
  ∀ v, G.Adj v (k v) ∧ k (k v) = v
```

Its table $K^{k}$ has $K^{k}_{vu}=1$ if $k(v)=u$, and $0$ otherwise. The same formula defines a table $K^{k}$ for any map $k$ from atoms to atoms, whether or not it is a pairing.

```lean
/-- The table of a map `k` from atoms to atoms: the entry at `v`, `u` is one if `k v = u`, and zero
otherwise. -/
def kekuleOrder {V : Type*} [DecidableEq V] (k : V → V) : V → V → ℝ :=
  fun v u => if k v = u then 1 else 0
```

The tables of single Kekulé structures form the set `kekulePatterns G`, which may be empty.

```lean
/-- The set of bond-order tables that belong to single Kekulé structures. -/
def kekulePatterns {V : Type*} [DecidableEq V] (G : SimpleGraph V) : Set (V → V → ℝ) :=
  {q | ∃ k, IsKekule G k ∧ q = kekuleOrder k}
```

The two classes are recorded by a colour $c(v)$, true or false, that differs across every bond. In Lean this is `c : G.Coloring Bool`, and having such a `c` is what makes the graph bipartite. Given a permutation $\sigma$ of the atoms, define its fold $f_\sigma$ by $f_\sigma(v)=\sigma(v)$ on the true class and $f_\sigma(v)=\sigma^{-1}(v)$ on the false class.

```lean
/-- The map that follows a permutation on the atoms coloured true and its inverse on the atoms
coloured false. -/
def fold {V : Type*} (c : V → Bool) (σ : Equiv.Perm V) : V → V :=
  fun v => if c v = true then σ v else σ.symm v
```

## (a) A Kekulé structure has admissible bond orders

**Task.** Show that on any graph the table of a Kekulé structure $k$ is a bond-order table, and in particular that

$$\sum_u K^{k}_{vu}=1 .$$

**Solution.** If $k(v)=u$, then $k(u)=k(k(v))=v$, and the same argument runs backwards, so the table is symmetric. Its entries are 0 or 1. An entry equals 1 only when $u=k(v)$, which is bonded to $v$, so unbonded pairs get 0. Exactly one $u$ equals $k(v)$, so the row sum is 1. The Lean proof settles these four conditions field by field.

```lean
/-- On any graph, the bond orders of a Kekulé structure sum to one at every atom and meet
the other conditions on bond orders. -/
theorem kekule_isBondOrder {G : SimpleGraph V} {k : V → V} (hk : IsKekule G k) :
    IsBondOrder G (kekuleOrder k) where
  symm v u := by
    have h : k v = u ↔ k u = v :=
      ⟨fun h => by rw [← h]; exact (hk v).2, fun h => by rw [← h]; exact (hk u).2⟩
    simp only [kekuleOrder, h]
  nonneg v u := by
    unfold kekuleOrder
    split_ifs <;> norm_num
  off_bond v u h := by
    have hne : k v ≠ u := fun e => h (e ▸ (hk v).1)
    simp only [kekuleOrder, if_neg hne]
  sum_one v := by simp [kekuleOrder]
```

## (b) Averages of bond-order tables

**Task.** Let $p$ and $q$ be bond-order tables on any graph, with $a,b\ge 0$ and $a+b=1$. Show that $ap+bq$ is a bond-order table, with

$$\sum_u (a\,p_{vu}+b\,q_{vu})=1 .$$

**Solution.** Symmetry, nonnegativity and the zeros carry over entry by entry. The row sum is $a\cdot 1+b\cdot 1=1$. Lean states this as convexity of the set of tables; `refine` splits the goal into the same four conditions.

```lean
omit [DecidableEq V] in
/-- On any graph, a weighted average of two bond-order tables is a bond-order table. -/
theorem convex_bondOrders (G : SimpleGraph V) : Convex ℝ {p | IsBondOrder G p} := by
  intro p hp q hq a b ha hb hab
  have hp' : IsBondOrder G p := hp
  have hq' : IsBondOrder G q := hq
  show IsBondOrder G (a • p + b • q)
  refine ⟨fun v u => ?_, fun v u => ?_, fun v u h => ?_, fun v => ?_⟩ <;>
    simp only [Pi.add_apply, Pi.smul_apply, smul_eq_mul]
  · rw [hp'.symm v u, hq'.symm v u]
  · exact add_nonneg (mul_nonneg ha (hp'.nonneg v u)) (mul_nonneg hb (hq'.nonneg v u))
  · rw [hp'.off_bond v u h, hq'.off_bond v u h]; ring
  · rw [sum_add_distrib, ← mul_sum, ← mul_sum, hp'.sum_one, hq'.sum_one]
    linarith
```

## (c) The classes have equal size

**Task.** Let $N_{\rm t}$ and $N_{\rm f}$ be the numbers of atoms in the true and false classes. Show that if a bipartite graph carries any bond-order table, then

$$N_{\rm t}=N_{\rm f}.$$

**Solution.** Count the true class by its row sums. Only bonded pairs contribute, and the partner of a true atom is false, so

$$N_{\rm t}=\sum_{v\,\text{true}}\sum_u p_{vu}=\sum_{u\,\text{false}}\sum_v p_{uv}=N_{\rm f}.$$

The middle step also uses $p_{vu}=p_{uv}$. In Lean, `key` is this step for a single pair of atoms, and `sum_comm` exchanges the sums. Equal class sizes are therefore a consequence of the valence sums and need not be assumed later.

```lean
omit [DecidableEq V] in
/-- If a bipartite graph carries bond orders summing to one at every atom, its two classes
contain equally many atoms. -/
theorem classes_equal {G : SimpleGraph V} (c : G.Coloring Bool) {p : V → V → ℝ}
    (hp : IsBondOrder G p) :
    (univ.filter fun v => c v = true).card = (univ.filter fun v => c v = false).card := by
  -- each bond has one end in either class
  have key : ∀ v u, (if c v = true then p v u else 0) = if c u = false then p u v else 0 := by
    intro v u
    rw [hp.symm u v]
    by_cases h : G.Adj v u
    · have hc := c.valid h
      cases hv : c v <;> cases hu : c u <;> simp_all
    · rw [hp.off_bond v u h]; simp
  have h : ((univ.filter fun v => c v = true).card : ℝ)
      = ((univ.filter fun v => c v = false).card : ℝ) := by
    calc ((univ.filter fun v => c v = true).card : ℝ)
        = ∑ v, if c v = true then ∑ u, p v u else 0 := by simp [hp.sum_one]
      _ = ∑ v, ∑ u, if c v = true then p v u else 0 :=
          sum_congr rfl fun v _ => by split_ifs <;> simp
      _ = ∑ v, ∑ u, if c u = false then p u v else 0 :=
          sum_congr rfl fun v _ => sum_congr rfl fun u _ => key v u
      _ = ∑ u, ∑ v, if c u = false then p u v else 0 := sum_comm
      _ = ∑ u, if c u = false then ∑ v, p u v else 0 :=
          sum_congr rfl fun v _ => by split_ifs <;> simp
      _ = _ := by simp [hp.sum_one]
  exact_mod_cast h
```

## (d) Bond orders as weighted permutations

**Task.** For a bond-order table $p$ on any graph, find weights $w_\sigma\ge 0$ with $\sum_\sigma w_\sigma=1$ and

$$p_{vu}=\sum_\sigma w_\sigma\,\delta_{\sigma(v),u},$$

such that every $\sigma$ with $w_\sigma\neq 0$ satisfies $v\sim\sigma(v)$ for all $v$.

**Solution.** The rows of $p$ sum to one, and by symmetry so do the columns. Thus $p$ is doubly stochastic, and Birkhoff's theorem, taken here as known, supplies the weights. Now suppose $v$ and $\sigma(v)$ are not bonded. Then

$$0=p_{v,\sigma(v)}=\sum_\tau w_\tau\,\delta_{\tau(v),\sigma(v)}\ge w_\sigma ,$$

because all terms are nonnegative and the term $\tau=\sigma$ equals $w_\sigma$. Hence $w_\sigma=0$.

Lean takes Birkhoff's theorem from Mathlib, rewrites it entrywise as `hdec`, and obtains the inequality from `single_le_sum`. Such a permutation need not be a pairing: it may rotate all the atoms of a ring by one place.

```lean
/-- On any graph, bond orders are a weighted average of permutations of the atoms, and each
permutation of nonzero weight moves every atom along a bond. -/
theorem permutation_weights {G : SimpleGraph V} {p : V → V → ℝ} (hp : IsBondOrder G p) :
    ∃ w : Equiv.Perm V → ℝ, (∀ σ, 0 ≤ w σ) ∧ ∑ σ, w σ = 1 ∧
      (∀ v u, p v u = ∑ σ, w σ * (if σ v = u then 1 else 0)) ∧
      ∀ σ, w σ ≠ 0 → ∀ v, G.Adj v (σ v) := by
  have hM : Matrix.of p ∈ doublyStochastic ℝ V := by
    rw [mem_doublyStochastic_iff_sum]
    refine ⟨hp.nonneg, hp.sum_one, fun u => ?_⟩
    rw [← hp.sum_one u]
    exact sum_congr rfl fun v _ => hp.symm v u
  -- Birkhoff's theorem for doubly stochastic matrices
  obtain ⟨w, hw, hw1, hsum⟩ := exists_eq_sum_perm_of_mem_doublyStochastic hM
  have hdec : ∀ v u, p v u = ∑ σ, w σ * (if σ v = u then 1 else 0) := by
    intro v u
    have h := congrFun (congrFun hsum v) u
    simp only [Matrix.sum_apply, Matrix.smul_apply, smul_eq_mul, Matrix.of_apply] at h
    rw [← h]
    refine sum_congr rfl fun σ _ => ?_
    congr 1
    simp [Equiv.Perm.permMatrix, PEquiv.toMatrix_apply, Equiv.toPEquiv_apply]
  refine ⟨w, hw, hw1, hdec, fun σ hσ v => ?_⟩
  by_contra hadj
  have h0 := hdec v (σ v)
  rw [hp.off_bond _ _ hadj] at h0
  have hle := single_le_sum (f := fun τ : Equiv.Perm V => w τ * (if τ v = σ v then 1 else 0))
    (fun τ _ => mul_nonneg (hw τ) (by split_ifs <;> norm_num)) (mem_univ σ)
  simp only [if_true, mul_one] at hle
  exact hσ (le_antisymm (by linarith) (hw σ))
```

## (e) Folding a permutation into a pairing

**Task.** On a bipartite graph, let $\sigma$ move every atom along a bond. Show that $f_\sigma$ is a Kekulé structure:

$$v\sim f_\sigma(v),\qquad f_\sigma(f_\sigma(v))=v .$$

**Solution.** If $v$ is true, then $f_\sigma(v)=\sigma(v)$ is bonded to $v$ and therefore false. The second application uses the inverse and gives $\sigma^{-1}(\sigma(v))=v$.

If $v$ is false, put $u=\sigma^{-1}(v)$. Since $\sigma$ moves $u$ along a bond to $v$, the two are bonded and $u$ is true. The second application gives $\sigma(u)=v$.

The Lean proof makes the same case split on `c v`, with `c.valid` supplying the colour of the partner.

```lean
omit [Fintype V] [DecidableEq V] in
/-- On a bipartite graph, a permutation moving every atom along a bond folds into a Kekulé
structure. -/
theorem fold_isKekule {G : SimpleGraph V} (c : G.Coloring Bool) (σ : Equiv.Perm V)
    (h : ∀ v, G.Adj v (σ v)) : IsKekule G (fold c σ) := by
  intro v
  cases hv : c v
  · have e : G.Adj (σ.symm v) v := by simpa using h (σ.symm v)
    have hu : c (σ.symm v) = true := by
      have := c.valid e
      cases h' : c (σ.symm v) <;> simp_all
    simp [fold, hv, hu, e.symm]
  · have hu : c (σ v) = false := by
      have := c.valid (h v)
      cases h' : c (σ v) <;> simp_all
    simp [fold, hv, hu, h v]
```

## (f) Bond-order tables are exactly the Kekulé mixtures

**Task.** For a finite bipartite graph, write $\mathcal B$ for the set of bond-order tables and $\operatorname{conv}$ for the set of all weighted averages. Show that

$$\mathcal B=\operatorname{conv}\{K^{k}: k \text{ a Kekulé structure}\}.$$

**Solution.** Every mixture is a bond-order table by (a) and (b). For the other inclusion, take $p$ and its weights from (d). We claim that folding leaves the average unchanged:

$$p_{vu}=\sum_\sigma w_\sigma K^{f_\sigma}_{vu}.$$

For true $v$ this is (d) itself, because $f_\sigma(v)=\sigma(v)$. For false $v$, use the symmetry of $p$:

$$p_{vu}=p_{uv}=\sum_\sigma w_\sigma\,\delta_{\sigma(u),v}=\sum_\sigma w_\sigma\,\delta_{\sigma^{-1}(v),u}=\sum_\sigma w_\sigma K^{f_\sigma}_{vu}.$$

Discard the permutations of weight zero. By (e), each remaining $f_\sigma$ is a Kekulé structure, so $p$ is a mixture of them. Several permutations may fold to the same structure, in which case their weights add.

In Lean, `hfold` is the folded average, while `h1` and `h2` discard the zero weights. The easier inclusion is `convexHull_min`. If the graph has no Kekulé structure, both sets are empty. The theorem does not say that the mixture is unique, nor does it select physical resonance weights.

```lean
/-- On a finite bipartite graph, the tables of nonnegative bond orders summing to one at
every atom are exactly the convex combinations of Kekulé structures. -/
theorem bondOrders_eq_convexHull_kekule {G : SimpleGraph V} (c : G.Coloring Bool) :
    {p | IsBondOrder G p} = convexHull ℝ (kekulePatterns G) := by
  apply Set.Subset.antisymm
  · intro p hp'
    have hp : IsBondOrder G p := hp'
    obtain ⟨w, hw, hw1, hdec, hadj⟩ := permutation_weights hp
    -- by symmetry of the bond orders, folding leaves the weighted average unchanged
    have hfold : p = ∑ σ, w σ • kekuleOrder (fold c σ) := by
      funext v u
      simp only [Finset.sum_apply, Pi.smul_apply, smul_eq_mul]
      cases hv : c v
      · rw [hp.symm v u, hdec u v]
        refine sum_congr rfl fun σ _ => ?_
        have e : σ.symm v = u ↔ σ u = v := by
          rw [Equiv.symm_apply_eq]; exact eq_comm
        simp only [kekuleOrder, fold, hv, e, Bool.false_eq_true, if_false]
      · rw [hdec v u]
        exact sum_congr rfl fun σ _ => by simp only [kekuleOrder, fold, hv, if_true]
    -- discard the permutations of weight zero
    have h1 : ∑ σ ∈ univ.filter (fun σ => w σ ≠ 0), w σ = 1 := by
      rw [sum_filter_of_ne (fun σ _ h => h), hw1]
    have h2 : ∑ σ ∈ univ.filter (fun σ => w σ ≠ 0), w σ • kekuleOrder (fold c σ) = p := by
      rw [sum_filter_of_ne, ← hfold]
      intro σ _ h h0
      exact h (by rw [h0, zero_smul])
    rw [← h2]
    refine (convex_convexHull ℝ _).sum_mem (fun σ _ => hw σ) h1 fun σ hσ => ?_
    exact subset_convexHull ℝ _
      ⟨fold c σ, fold_isKekule c σ (hadj σ (mem_filter.mp hσ).2), rfl⟩
  · refine convexHull_min ?_ (convex_bondOrders G)
    rintro q ⟨k, hk, rfl⟩
    exact kekule_isBondOrder hk
```

## (g) An energy bound from a single structure

**Task.** Give each ordered pair of atoms a real energy $\varepsilon_{vu}$. For a bond-order table $p$ on a finite bipartite graph, find a Kekulé structure $k$ with

$$\sum_v \varepsilon_{v,k(v)}\le\sum_{v,u}\varepsilon_{vu}\,p_{vu}.$$

**Solution.** By (f), $p=\sum_k\lambda_k K^{k}$ with nonnegative $\lambda_k$ summing to one. The right-hand side is linear in $p$, so it equals the average, with weights $\lambda_k$, of the energies on the left. An average is no lower than its smallest member.

Lean argues by contradiction. If every Kekulé energy exceeded that of $p$, all patterns would lie in the set of tables whose energy is above that of $p$. That set is convex, so by (f) it would contain $p$ too, and the energy of $p$ would exceed itself.

Both sums run over ordered pairs, so each bond enters in both directions. When the energy is linear in the bond orders, as here, minimising over fractional bond orders on a bipartite graph therefore gives no lower energy than the best single structure; such a model contains no resonance energy.

```lean
/-- For any bond energies on a bipartite graph, some Kekulé structure has an energy no higher
than that of given bond orders, both energies being summed over ordered pairs of atoms. -/
theorem exists_kekule_energy_le {G : SimpleGraph V} (c : G.Coloring Bool) {p : V → V → ℝ}
    (hp : IsBondOrder G p) (ε : V → V → ℝ) :
    ∃ k, IsKekule G k ∧ ∑ v, ε v (k v) ≤ ∑ v, ∑ u, ε v u * p v u := by
  by_contra hcon
  have hlin : IsLinearMap ℝ (fun q : V → V → ℝ => ∑ v, ∑ u, ε v u * q v u) := by
    constructor
    · intro q r
      simp only [Pi.add_apply, mul_add, sum_add_distrib]
    · intro a q
      simp only [Pi.smul_apply, smul_eq_mul, mul_sum]
      exact sum_congr rfl fun v _ => sum_congr rfl fun u _ => by ring
  -- otherwise the whole convex hull would lie strictly above the energy of `p`
  have hsub := convexHull_min (s := kekulePatterns G) (by
    rintro q ⟨k, hk, rfl⟩
    show ∑ v, ∑ u, ε v u * p v u < ∑ v, ∑ u, ε v u * kekuleOrder k v u
    have e : ∑ v, ∑ u, ε v u * kekuleOrder k v u = ∑ v, ε v (k v) := by
      simp [kekuleOrder]
    rw [e]
    exact lt_of_not_ge fun h => hcon ⟨k, hk, h⟩)
    ((convex_Ioi (∑ v, ∑ u, ε v u * p v u)).is_linear_preimage hlin)
  have hmem : p ∈ convexHull ℝ (kekulePatterns G) := by
    rw [← bondOrders_eq_convexHull_kekule c]; exact hp
  have hlt : ∑ v, ∑ u, ε v u * p v u < ∑ v, ∑ u, ε v u * p v u := hsub hmem
  exact lt_irrefl _ hlt
```

## (h) The triangle passes the sums without a Kekulé structure

**Task.** On three mutually bonded atoms, show that

$$p_{vu}=\tfrac12\ (v\ne u),\qquad p_{vv}=0$$

is a bond-order table, and that no Kekulé structure exists.

**Solution.** The table is symmetric and nonnegative, and it vanishes on the diagonal, the only place without a bond. Each atom has two neighbours, so its sum is $\tfrac12+\tfrac12=1$. A Kekulé structure would divide the atoms into pairs, which is impossible for three atoms.

The triangle is `⊤` on `Fin 3`, the complete graph on three vertices. Instead of the parity argument, `decide` runs through all maps from three atoms to three atoms. With no patterns to average, the equality in (f) fails here, so its bipartite hypothesis does real work.

```lean
/-- On a triangle of atoms, bond orders 1/2 sum to one at every atom, although the triangle
has no Kekulé structure. -/
theorem triangle_half_bonds :
    IsBondOrder (⊤ : SimpleGraph (Fin 3)) (fun v u => if v = u then 0 else 1 / 2) ∧
      ¬ ∃ k, IsKekule (⊤ : SimpleGraph (Fin 3)) k := by
  refine ⟨⟨fun v u => ?_, fun v u => ?_, fun v u h => ?_, fun v => ?_⟩, ?_⟩
  · simp only [eq_comm]
  · split_ifs <;> norm_num
  · have e : v = u := by simpa using h
    simp [e]
  · have e : ∀ u : Fin 3, (if v = u then (0 : ℝ) else 1 / 2)
        = 1 / 2 - (if v = u then 1 / 2 else 0) := fun u => by split_ifs <;> norm_num
    simp only [e, sum_sub_distrib, sum_ite_eq, mem_univ, if_true, sum_const, card_univ,
      Fintype.card_fin, nsmul_eq_mul]
    norm_num
  · rintro ⟨k, hk⟩
    have h : ∀ k : Fin 3 → Fin 3, ¬ ∀ v, v ≠ k v ∧ k (k v) = v := by decide
    exact h k fun v => ⟨(hk v).1.ne, (hk v).2⟩

end

end KekuleBondOrders
```

```lean
#print axioms KekuleBondOrders.classes_equal
#print axioms KekuleBondOrders.bondOrders_eq_convexHull_kekule
#print axioms KekuleBondOrders.exists_kekule_energy_le
#print axioms KekuleBondOrders.triangle_half_bonds
```

```
'KekuleBondOrders.classes_equal' depends on axioms: [propext, Classical.choice, Quot.sound]
'KekuleBondOrders.bondOrders_eq_convexHull_kekule' depends on axioms: [propext, Classical.choice, Quot.sound]
'KekuleBondOrders.exists_kekule_energy_le' depends on axioms: [propext, Classical.choice, Quot.sound]
'KekuleBondOrders.triangle_half_bonds' depends on axioms: [propext, Classical.choice, Quot.sound]
```
